# A factorial formula for the full contractions between three normal-ordered vertices

One vertex carries an operator a, a second carries b, and a third carries c₁ and c₂. Suppose that any two operators at different vertices may be contracted, while normal ordering forbids contractions inside a vertex. If I contract c₁ with a or with b, the rest can be finished in one way, so there are two full contractions. But if I start with a and b, I am stuck with c₁ and c₂. Larger vertices can have dead ends too: with four operators at each vertex, three contractions between the same two vertices leave four operators at the third and only two elsewhere. How can the count still be a plain quotient of factorials?

## Dead ends enter the recursion with weight zero

Let vertices A, B, C carry y+z, x+z and x+y operators. In a full contraction, x lines join B to C, y join A to C, and z join A to B. Let N(x,y,z) be the number of full contractions.

Suppose x+y > 0 and fix an operator at C. It has y+z possible partners at A, and each such contraction lowers y by one. It has x+z partners at B, each lowering x by one. Hence

N(x,y,z) = (y+z) N(x,y−1,z) + (x+z) N(x−1,y,z).

If y = 0, a contraction with A is a dead end: B keeps x+z operators against x+z−2 elsewhere. That term is zero, and likewise the second when x = 0. Multiply by x! y! z! and insert the formula for the smaller cases. The two terms become

y (y+z)! (x+z)! (x+y−1)!

x (y+z)! (x+z)! (x+y−1)!

The prefactors y and x vanish exactly at the dead ends. The sum is

N(x,y,z) x! y! z! = (y+z)! (x+z)! (x+y)!.

If C is empty but z > 0, start from A instead. With no operators at all, the empty contraction gives 1 = 1.

In Lean, `VertexContraction A B C` consists of the permutations of the disjoint union that are their own inverse and change the `block` of every element; this also excludes fixed points. `card_vertexContraction` states the product formula, with the vertex sizes as hypotheses `hA`, `hB`, `hC`. The last two alone do not suffice: for x = y = z = 0 and a single operator at A, the left side is 0 and the right side 1.

The block condition stands for the vanishing of contractions within a normal-ordered product. Reading the count as a number of Wick terms also assumes that any two operators at different vertices may be contracted, as for one real scalar field. For three quartic vertices of such a field, `card_quartic` gives the 1728 terms of the third-order vacuum expectation value, without their propagators or integrals.

The proof works with subsets `s` of a fixed operator type, so that pairs can be removed:

- `card_step` is the recursion; multiplying by `Equiv.swap v w` removes or restores a pair, and `partner_mem` keeps partners in `s`.
- `legs_erase` updates the number of operators per vertex.
- `legs_of_contraction` counts `lines` from both ends to recover x, y, z, which rules out the dead ends.
- `card_contractions` is the induction on x+y+z: `pair` evaluates one contracted pair, and `step` adds the two terms.
- `exists_contraction_iff` adds that a full contraction exists exactly when the vertex sizes have the form y+z, x+z, x+y.

```lean
import Mathlib

open scoped Nat

namespace ThreeVertexWick

variable {V K : Type*} [Fintype V] [DecidableEq V] [DecidableEq K]

/-- The full contractions of the operators in `s`: self-inverse permutations that fix everything
outside `s` and pair each operator of `s` with one at a different vertex. -/
def contractions (vert : V → K) (s : Finset V) : Finset (Equiv.Perm V) :=
  Finset.univ.filter fun σ =>
    (∀ v, σ (σ v) = v) ∧ (∀ v, v ∉ s → σ v = v) ∧ ∀ v ∈ s, vert (σ v) ≠ vert v

/-- The number of operators of `s` that sit at the vertex `i`. -/
def legs (vert : V → K) (s : Finset V) (i : K) : ℕ :=
  (s.filter fun v => vert v = i).card

/-- The number of operators of `s` at vertex `a` whose partner under `σ` sits at vertex `b`. -/
def lines (vert : V → K) (s : Finset V) (σ : Equiv.Perm V) (a b : K) : ℕ :=
  (s.filter fun v => vert v = a ∧ vert (σ v) = b).card

/-- In a full contraction of `s`, the partner of an operator of `s` lies in `s`. -/
theorem partner_mem {vert : V → K} {s : Finset V} {σ : Equiv.Perm V}
    (hσ : σ ∈ contractions vert s) {v : V} (hv : v ∈ s) : σ v ∈ s := by
  obtain ⟨-, -, h2, h3⟩ := Finset.mem_filter.1 hσ
  by_contra h
  exact h3 v hv (congrArg vert (σ.injective (h2 _ h)))

/-- Wick recursion: the full contractions of `s` are counted by contracting a chosen operator `v` of
`s` with each operator `w` of `s` at another vertex and fully contracting the rest. -/
theorem card_step (vert : V → K) {s : Finset V} {v : V} (hv : v ∈ s) :
    (contractions vert s).card = ∑ w ∈ s.filter (fun w => vert w ≠ vert v),
      (contractions vert ((s.erase v).erase w)).card := by
  have hmap : Set.MapsTo (fun σ : Equiv.Perm V => σ v) (↑(contractions vert s))
      (↑(s.filter (fun w => vert w ≠ vert v))) := by
    intro σ hσ
    have hσ' := Finset.mem_coe.1 hσ
    exact Finset.mem_coe.2 (Finset.mem_filter.2
      ⟨partner_mem hσ' hv, (Finset.mem_filter.1 hσ').2.2.2 v hv⟩)
  rw [Finset.card_eq_sum_card_fiberwise hmap]
  refine Finset.sum_congr rfl fun w hw => ?_
  obtain ⟨hws, hne⟩ := Finset.mem_filter.1 hw
  have e1 : ∀ σ : Equiv.Perm V, (σ * Equiv.swap v w) v = σ w := by intro σ; simp
  have e2 : ∀ σ : Equiv.Perm V, (σ * Equiv.swap v w) w = σ v := by intro σ; simp
  have e3 : ∀ (σ : Equiv.Perm V) (u : V), u ≠ v → u ≠ w →
      (σ * Equiv.swap v w) u = σ u := by
    intro σ u h1 h2
    rw [Equiv.Perm.mul_apply, Equiv.swap_apply_of_ne_of_ne h1 h2]
  -- adding or removing the pair (v, w) keeps the permutation self-inverse
  have inv : ∀ σ : Equiv.Perm V, (∀ u, σ (σ u) = u) →
      ((σ v = w ∧ σ w = v) ∨ (σ v = v ∧ σ w = w)) →
      ∀ u, (σ * Equiv.swap v w) ((σ * Equiv.swap v w) u) = u := by
    intro σ h hc u
    by_cases uv : u = v
    · rw [uv, e1]
      rcases hc with ⟨a, b⟩ | ⟨a, b⟩
      · rw [b, e1, b]
      · rw [b, e2, a]
    by_cases uw : u = w
    · rw [uw, e2]
      rcases hc with ⟨a, b⟩ | ⟨a, b⟩
      · rw [a, e2, a]
      · rw [a, e1, b]
    have n1 : σ u ≠ v := by
      intro q
      have r := h u
      rw [q] at r
      rcases hc with ⟨a, _⟩ | ⟨a, _⟩
      · exact uw (r.symm.trans a)
      · exact uv (r.symm.trans a)
    have n2 : σ u ≠ w := by
      intro q
      have r := h u
      rw [q] at r
      rcases hc with ⟨_, b⟩ | ⟨_, b⟩
      · exact uv (r.symm.trans b)
      · exact uw (r.symm.trans b)
    rw [e3 σ u uv uw, e3 σ _ n1 n2, h]
  refine Finset.card_nbij' (fun σ => σ * Equiv.swap v w) (fun σ => σ * Equiv.swap v w)
    ?_ ?_ (fun σ _ => by simp) (fun σ _ => by simp)
  · intro σ hσ
    change σ * Equiv.swap v w ∈ contractions vert _
    obtain ⟨hm, hf⟩ := Finset.mem_filter.1 hσ
    obtain ⟨-, h1, h2, h3⟩ := Finset.mem_filter.1 hm
    have a : σ v = w := hf
    have b : σ w = v := by rw [← a, h1]
    refine Finset.mem_filter.2 ⟨Finset.mem_univ _, inv σ h1 (Or.inl ⟨a, b⟩),
      fun u hu => ?_, fun u hu => ?_⟩
    · by_cases uv : u = v
      · rw [uv, e1, b]
      by_cases uw : u = w
      · rw [uw, e2, a]
      rw [e3 σ u uv uw]
      exact h2 u fun h => hu (Finset.mem_erase.2 ⟨uw, Finset.mem_erase.2 ⟨uv, h⟩⟩)
    · obtain ⟨uw, hu'⟩ := Finset.mem_erase.1 hu
      obtain ⟨uv, hus⟩ := Finset.mem_erase.1 hu'
      rw [e3 σ u uv uw]
      exact h3 u hus
  · intro σ hσ
    obtain ⟨-, h1, h2, h3⟩ := Finset.mem_filter.1 hσ
    have a : σ v = v := h2 v (by simp)
    have b : σ w = w := h2 w (by simp)
    refine Finset.mem_filter.2 ⟨Finset.mem_filter.2 ⟨Finset.mem_univ _,
      inv σ h1 (Or.inr ⟨a, b⟩), fun u hu => ?_, fun u hu => ?_⟩, (e1 σ).trans b⟩
    · rw [e3 σ u (fun h => hu (h ▸ hv)) (fun h => hu (h ▸ hws))]
      exact h2 u fun h => hu (Finset.mem_of_mem_erase (Finset.mem_of_mem_erase h))
    · by_cases uv : u = v
      · rw [uv, e1, b]
        exact hne
      by_cases uw : u = w
      · rw [uw, e2, a]
        exact hne.symm
      rw [e3 σ u uv uw]
      exact h3 u (Finset.mem_erase.2 ⟨uw, Finset.mem_erase.2 ⟨uv, hu⟩⟩)

omit [Fintype V] in
/-- Removing an operator of `s` lowers the leg number of its own vertex by one and leaves the
other leg numbers unchanged. -/
theorem legs_erase (vert : V → K) {s : Finset V} {v : V} (hv : v ∈ s) (i : K) :
    legs vert (s.erase v) i + (if vert v = i then 1 else 0) = legs vert s i := by
  unfold legs
  rw [Finset.card_filter, Finset.card_filter]
  exact Finset.sum_erase_add s _ hv

/-- If operators at three distinct vertices have a full contraction, their leg numbers are
`y + z`, `x + z`, `x + y` for some natural numbers `x`, `y`, `z`. -/
theorem legs_of_contraction {vert : V → K} {s : Finset V} {σ : Equiv.Perm V}
    (hσ : σ ∈ contractions vert s) {i j k : K} (hij : i ≠ j) (hik : i ≠ k) (hjk : j ≠ k)
    (hs : ∀ v ∈ s, vert v = i ∨ vert v = j ∨ vert v = k) :
    ∃ x y z, legs vert s i = y + z ∧ legs vert s j = x + z ∧ legs vert s k = x + y := by
  obtain ⟨-, h1, -, h3⟩ := Finset.mem_filter.1 hσ
  -- each line has two ends
  have hle : ∀ a b, lines vert s σ a b ≤ lines vert s σ b a := by
    intro a b
    refine Finset.card_le_card_of_injOn σ ?_ σ.injective.injOn
    intro u hu
    obtain ⟨hus, ha, hb⟩ := Finset.mem_filter.1 (Finset.mem_coe.1 hu)
    exact Finset.mem_coe.2 (Finset.mem_filter.2
      ⟨partner_mem hσ hus, hb, (congrArg vert (h1 u)).trans ha⟩)
  have hsplit : ∀ a b c, b ≠ c →
      (∀ v ∈ s, vert v = a → vert (σ v) = b ∨ vert (σ v) = c) →
      legs vert s a = lines vert s σ a b + lines vert s σ a c := by
    intro a b c hbc h
    simp only [legs, lines, Finset.card_filter]
    rw [← Finset.sum_add_distrib]
    refine Finset.sum_congr rfl fun v hv => ?_
    by_cases ha : vert v = a
    · rcases h v hv ha with h' | h' <;> simp [ha, h', hbc, hbc.symm]
    · simp [ha]
  have pi := hsplit i k j hjk.symm fun v hv ha => by
    have ne := h3 v hv
    rw [ha] at ne
    have := hs _ (partner_mem hσ hv)
    tauto
  have pj := hsplit j k i hik.symm fun v hv ha => by
    have ne := h3 v hv
    rw [ha] at ne
    have := hs _ (partner_mem hσ hv)
    tauto
  have pk := hsplit k j i hij.symm fun v hv ha => by
    have ne := h3 v hv
    rw [ha] at ne
    have := hs _ (partner_mem hσ hv)
    tauto
  have sij := le_antisymm (hle i j) (hle j i)
  have sik := le_antisymm (hle i k) (hle k i)
  have sjk := le_antisymm (hle j k) (hle k j)
  exact ⟨lines vert s σ j k, lines vert s σ i k, lines vert s σ i j,
    by omega, by omega, by omega⟩

/-- For operators at three distinct vertices with `y + z`, `x + z` and `x + y` legs, the number of
full contractions times `x! y! z!` is `(y+z)! (x+z)! (x+y)!`. -/
theorem card_contractions (vert : V → K) (N : ℕ) : ∀ (i j k : K) (x y z : ℕ) (s : Finset V),
    i ≠ j → i ≠ k → j ≠ k → (∀ v ∈ s, vert v = i ∨ vert v = j ∨ vert v = k) →
    legs vert s i = y + z → legs vert s j = x + z → legs vert s k = x + y → x + y + z = N →
    (contractions vert s).card * (x ! * y ! * z !) = (y + z)! * (x + z)! * (x + y)! := by
  induction N with
  | zero =>
    intro i j k x y z s _ _ _ hs hi hj hk hN
    have hs0 : s = ∅ := by
      refine Finset.eq_empty_of_forall_notMem fun u hu => ?_
      have hp : 0 < legs vert s (vert u) :=
        Finset.card_pos.2 ⟨u, Finset.mem_filter.2 ⟨hu, rfl⟩⟩
      rcases hs u hu with h | h | h <;> rw [h] at hp <;> omega
    have h1 : contractions vert (∅ : Finset V) = {1} := by
      ext σ
      rw [Finset.mem_singleton]
      constructor
      · intro h
        exact Equiv.ext fun v => (Finset.mem_filter.1 h).2.2.1 v (Finset.notMem_empty v)
      · rintro rfl
        simp [contractions]
    obtain rfl : x = 0 := by omega
    obtain rfl : y = 0 := by omega
    obtain rfl : z = 0 := by omega
    rw [hs0, h1]
    simp
  | succ N ih =>
    -- contribution of one contracted pair (v, w)
    have pair : ∀ (i j k : K) (x y z : ℕ) (s : Finset V) (v w : V),
        i ≠ j → i ≠ k → j ≠ k → (∀ v ∈ s, vert v = i ∨ vert v = j ∨ vert v = k) →
        legs vert s i = y + z → legs vert s j = x + z → legs vert s k = x + y →
        x + y + z = N + 1 → v ∈ s → w ∈ s → vert v = k → vert w = i →
        (contractions vert ((s.erase v).erase w)).card * (x ! * y ! * z !)
          = y * ((y + z - 1)! * (x + z)! * (x + y - 1)!) := by
      intro i j k x y z s v w hij hik hjk hs hi hj hk hN hv hw hvk hwi
      have hwv : w ≠ v := fun h => hik (by rw [← hwi, ← hvk, h])
      have hw' : w ∈ s.erase v := Finset.mem_erase.2 ⟨hwv, hw⟩
      have li : legs vert ((s.erase v).erase w) i + 1 = y + z := by
        have a := legs_erase vert hv i
        have b := legs_erase vert hw' i
        rw [hvk, if_neg hik.symm] at a
        rw [hwi, if_pos rfl] at b
        omega
      have lj : legs vert ((s.erase v).erase w) j = x + z := by
        have a := legs_erase vert hv j
        have b := legs_erase vert hw' j
        rw [hvk, if_neg hjk.symm] at a
        rw [hwi, if_neg hij] at b
        omega
      have lk : legs vert ((s.erase v).erase w) k + 1 = x + y := by
        have a := legs_erase vert hv k
        have b := legs_erase vert hw' k
        rw [hvk, if_pos rfl] at a
        rw [hwi, if_neg hik] at b
        omega
      have hs' : ∀ u ∈ (s.erase v).erase w, vert u = i ∨ vert u = j ∨ vert u = k :=
        fun u hu => hs u (Finset.mem_of_mem_erase (Finset.mem_of_mem_erase hu))
      rcases y with _ | y
      · have h0 : contractions vert ((s.erase v).erase w) = ∅ := by
          refine Finset.eq_empty_of_forall_notMem fun σ hσ => ?_
          obtain ⟨x', y', z', h1, h2, h3⟩ := legs_of_contraction hσ hij hik hjk hs'
          omega
        rw [h0, Finset.card_empty, Nat.zero_mul, Nat.zero_mul]
      · have h := ih i j k x y z _ hij hik hjk hs' (by omega) lj (by omega) (by omega)
        have q1 : y + 1 + z - 1 = y + z := by omega
        have q2 : x + (y + 1) - 1 = x + y := by omega
        rw [q1, q2, ← h, Nat.factorial_succ]
        ring
    have g : ∀ n : ℕ, 0 < n → n * (n - 1)! = n ! :=
      fun n h => Nat.mul_factorial_pred (by omega)
    have f : ∀ a b : ℕ, a * ((a + b) * (a + b - 1)!) = a * (a + b)! := by
      intro a b
      rcases Nat.eq_zero_or_pos a with h | h
      · rw [h, Nat.zero_mul, Nat.zero_mul]
      · rw [g (a + b) (by omega)]
    -- contract one operator of a vertex that is not empty
    have step : ∀ (i j k : K) (x y z : ℕ) (s : Finset V),
        i ≠ j → i ≠ k → j ≠ k → (∀ v ∈ s, vert v = i ∨ vert v = j ∨ vert v = k) →
        legs vert s i = y + z → legs vert s j = x + z → legs vert s k = x + y →
        x + y + z = N + 1 → 0 < x + y →
        (contractions vert s).card * (x ! * y ! * z !)
          = (y + z)! * (x + z)! * (x + y)! := by
      intro i j k x y z s hij hik hjk hs hi hj hk hN hpos
      have hk0 : 0 < (s.filter fun v => vert v = k).card := by
        change 0 < legs vert s k
        omega
      obtain ⟨v, hv'⟩ := Finset.card_pos.1 hk0
      obtain ⟨hv, hvk⟩ := Finset.mem_filter.1 hv'
      have hsplit : s.filter (fun w => vert w ≠ vert v)
          = s.filter (fun w => vert w = i) ∪ s.filter (fun w => vert w = j) := by
        ext w
        simp only [Finset.mem_filter, Finset.mem_union, hvk]
        constructor
        · rintro ⟨hw, hne⟩
          have := hs w hw
          tauto
        · rintro (⟨hw, h⟩ | ⟨hw, h⟩)
          · exact ⟨hw, by rw [h]; exact hik⟩
          · exact ⟨hw, by rw [h]; exact hjk⟩
      have hdisj : Disjoint (s.filter fun w => vert w = i) (s.filter fun w => vert w = j) :=
        Finset.disjoint_left.2 fun w h1 h2 =>
          hij ((Finset.mem_filter.1 h1).2.symm.trans (Finset.mem_filter.1 h2).2)
      have hA : ∀ w ∈ s.filter (fun w => vert w = i),
          (contractions vert ((s.erase v).erase w)).card * (x ! * y ! * z !)
            = y * ((y + z - 1)! * (x + z)! * (x + y - 1)!) := fun w hw =>
        pair i j k x y z s v w hij hik hjk hs hi hj hk hN hv
          (Finset.mem_filter.1 hw).1 hvk (Finset.mem_filter.1 hw).2
      have hB : ∀ w ∈ s.filter (fun w => vert w = j),
          (contractions vert ((s.erase v).erase w)).card * (x ! * y ! * z !)
            = x * ((x + z - 1)! * (y + z)! * (x + y - 1)!) := by
        intro w hw
        have h := pair j i k y x z s v w hij.symm hjk hik
          (fun u hu => by have := hs u hu; tauto) hj hi (by omega) (by omega) hv
          (Finset.mem_filter.1 hw).1 hvk (Finset.mem_filter.1 hw).2
        rw [add_comm y x, mul_comm (y !) (x !)] at h
        exact h
      rw [card_step vert hv, hsplit, Finset.sum_mul, Finset.sum_union hdisj,
        Finset.sum_const_nat hA, Finset.sum_const_nat hB]
      change legs vert s i * _ + legs vert s j * _ = _
      rw [hi, hj]
      calc _ = (y * ((y + z) * (y + z - 1)!)) * (x + z)! * (x + y - 1)!
            + (x * ((x + z) * (x + z - 1)!)) * (y + z)! * (x + y - 1)! := by ring
        _ = ((x + y) * (x + y - 1)!) * (y + z)! * (x + z)! := by rw [f, f]; ring
        _ = _ := by rw [g (x + y) hpos]; ring
    intro i j k x y z s hij hik hjk hs hi hj hk hN
    by_cases hpos : 0 < x + y
    · exact step i j k x y z s hij hik hjk hs hi hj hk hN hpos
    · -- the third vertex is empty: start from the first one instead
      have h := step k j i z y x s hjk.symm hik.symm hij.symm
        (fun u hu => by have := hs u hu; tauto)
        (by omega) (by omega) (by omega) (by omega) (by omega)
      rw [add_comm y x, add_comm z x, add_comm z y] at h
      calc _ = (contractions vert s).card * (z ! * y ! * x !) := by ring
        _ = _ := h
        _ = _ := by ring

/-- Operators at three distinct vertices have a full contraction exactly when the leg numbers are
`y + z`, `x + z`, `x + y` for some natural numbers `x`, `y`, `z`. -/
theorem exists_contraction_iff (vert : V → K) (s : Finset V) {i j k : K}
    (hij : i ≠ j) (hik : i ≠ k) (hjk : j ≠ k)
    (hs : ∀ v ∈ s, vert v = i ∨ vert v = j ∨ vert v = k) :
    (contractions vert s).Nonempty ↔
      ∃ x y z, legs vert s i = y + z ∧ legs vert s j = x + z ∧ legs vert s k = x + y := by
  constructor
  · rintro ⟨σ, hσ⟩
    exact legs_of_contraction hσ hij hik hjk hs
  · rintro ⟨x, y, z, hi, hj, hk⟩
    have h := card_contractions vert _ i j k x y z s hij hik hjk hs hi hj hk rfl
    have pos : 0 < (y + z)! * (x + z)! * (x + y)! := by positivity
    by_contra hne
    rw [Finset.not_nonempty_iff_eq_empty.1 hne, Finset.card_empty, Nat.zero_mul] at h
    exact absurd h.symm pos.ne'

/-- The block (0, 1 or 2) of an element of the disjoint union of `A`, `B` and `C`. -/
def block {A B C : Type*} : A ⊕ B ⊕ C → Fin 3
  | Sum.inl _ => 0
  | Sum.inr (Sum.inl _) => 1
  | Sum.inr (Sum.inr _) => 2

/-- The involutions of the disjoint union of `A`, `B` and `C` that map no element into its own
block. -/
abbrev VertexContraction (A B C : Type*) :=
  {σ : Equiv.Perm (A ⊕ B ⊕ C) // (∀ v, σ (σ v) = v) ∧ ∀ v, block (σ v) ≠ block v}

/-- Three normal-ordered vertices with `y + z`, `x + z` and `x + y` operators: the number of full
contractions without a line inside a vertex, times `x! y! z!`, is `(y+z)! (x+z)! (x+y)!`. -/
theorem card_vertexContraction {A B C : Type*} [Fintype A] [Fintype B] [Fintype C]
    [DecidableEq A] [DecidableEq B] [DecidableEq C] {x y z : ℕ}
    (hA : Fintype.card A = y + z) (hB : Fintype.card B = x + z) (hC : Fintype.card C = x + y) :
    Fintype.card (VertexContraction A B C) * (x ! * y ! * z !)
      = (y + z)! * (x + z)! * (x + y)! := by
  have hcard : Fintype.card (VertexContraction A B C)
      = (contractions (block : A ⊕ B ⊕ C → Fin 3) Finset.univ).card := by
    rw [Fintype.card_subtype]
    congr 1
    ext σ
    simp [contractions]
  rw [hcard]
  refine card_contractions block _ 0 1 2 x y z Finset.univ (by decide) (by decide) (by decide)
    ?_ ?_ ?_ ?_ rfl
  · rintro (a | b | c) _ <;> simp [block]
  all_goals
    unfold legs
    rw [Finset.card_filter, Fintype.sum_sum_type, Fintype.sum_sum_type]
    simp [block, hA, hB, hC]

/-- Three normal-ordered quartic vertices have 1728 full contractions without a line inside a
vertex. -/
theorem card_quartic : Fintype.card (VertexContraction (Fin 4) (Fin 4) (Fin 4)) = 1728 := by
  have h := card_vertexContraction (A := Fin 4) (B := Fin 4) (C := Fin 4)
    (x := 2) (y := 2) (z := 2) (Fintype.card_fin 4) (Fintype.card_fin 4) (Fintype.card_fin 4)
  have pos : 0 < 2 ! * 2 ! * 2 ! := by positivity
  exact Nat.eq_of_mul_eq_mul_right pos (h.trans (by norm_num [Nat.factorial]))

end ThreeVertexWick
```

```lean
#print axioms ThreeVertexWick.exists_contraction_iff
#print axioms ThreeVertexWick.card_vertexContraction
#print axioms ThreeVertexWick.card_quartic
```

```
'ThreeVertexWick.exists_contraction_iff' depends on axioms: [propext, Classical.choice, Quot.sound]
'ThreeVertexWick.card_vertexContraction' depends on axioms: [propext, Classical.choice, Quot.sound]
'ThreeVertexWick.card_quartic' depends on axioms: [propext, Classical.choice, Quot.sound]
```
